# An error in $B_0$ alone makes the relative error of upward recurrence for $B_n(b)$, $b>0$, grow without bound

We treat upward recurrence as a rule acting on real numbers: the starting value for $B_0$ may be wrong, and every later step is carried out without rounding. A floating-point program also rounds at each step and evaluates its exponentials approximately. Leaving those errors out isolates the effect of the recurrence itself on one initial error.

For real $b$ and $n=0,1,2,\dots$ the auxiliary integrals are

$$B_n(b)=\int_{-1}^{1}x^n\exp(-bx)\,dx .$$

They arise for diatomic molecules in prolate spheroidal coordinates. There $x$ is the coordinate $(r_A-r_B)/R$, formed from the distances $r_A$, $r_B$ of an electron to the two nuclei and the internuclear distance $R$. Kolos-Wolniewicz functions contain exponentials in this coordinate, and $-b$ is the total coefficient of $x$ in the exponent of the integrand. It can have either sign, but $B_n(-b)=(-1)^nB_n(b)$, so it is enough to study the size of the integrals for $b>0$. For such integrals the result is a warning against filling a long table upward from $B_0$, in a model whose only error is the initial one.

## From integration by parts to a diverging relative error

The claim is this. Let $b>0$, and let $C_n$ be the values produced by upward recurrence from $C_0=B_0+e$ with $e\neq0$. Then $|C_n-B_n|/|B_n|\to\infty$ as $n\to\infty$.

**The recurrence.** The product rule gives

$$\frac{d}{dx}\left[x^{n+1}\exp(-bx)\right]=(n+1)x^n\exp(-bx)-b\,x^{n+1}\exp(-bx).$$

Integrating over $[-1,1]$ yields

$$\exp(-b)-(-1)^{n+1}\exp(b)=(n+1)B_n-bB_{n+1},$$

and therefore

$$bB_{n+1}=(n+1)B_n+(-1)^{n+1}\exp(b)-\exp(-b).$$

**Sign and size.** Substituting $x\to-x$ on the negative half of the interval and multiplying by $(-1)^n$ gives

$$(-1)^nB_n=\int_0^1x^n\left[\exp(bx)+(-1)^n\exp(-bx)\right]dx .$$

For $b>0$ and $0<x<1$ we have $\exp(bx)>\exp(-bx)$, so the integrand is positive for either parity of $n$. Hence $B_n\neq0$, and its sign is $(-1)^n$. Both exponentials are at most $\exp(b)$, so the bracket is at most $2\exp(b)$, and

$$|B_n|\le2\exp(b)\int_0^1x^n\,dx=\frac{2\exp(b)}{n+1}.$$

**The propagated error.** The values $C_n$ and $B_n$ obey the same recurrence, so the exponential terms cancel in their difference:

$$C_{n+1}-B_{n+1}=\frac{n+1}{b}\,(C_n-B_n).$$

Starting from $C_0-B_0=e$, induction gives $C_n-B_n=n!\,e/b^n$. Dividing by the bound on $|B_n|$,

$$\frac{|C_n-B_n|}{|B_n|}\ge\frac{n!\,|e|}{b^n}\cdot\frac{n+1}{2\exp(b)}=\frac{(n+1)!\,|e|}{2\exp(b)\,b^n}.$$

Since $b^n/n!\to0$ through positive values, the right-hand side tends to infinity.

**The opposite direction.** Solving the recurrence for $B_n$ gives

$$B_n=\frac{bB_{n+1}-(-1)^{n+1}\exp(b)+\exp(-b)}{n+1}.$$

An error in $B_{n+1}$ now enters $B_n$ multiplied by $b/(n+1)$. After $k$ steps from $B_{n+k}$ down to $B_n$, the accumulated factor is

$$\frac{b^k}{(n+1)(n+2)\cdots(n+k)}=\frac{n!\,b^k}{(n+k)!}.$$

**The case $b=0$.** The recurrence then reads $0=(n+1)B_n+(-1)^{n+1}-1$, so $B_n(0)=2/(n+1)$ for even $n$ and $B_n(0)=0$ for odd $n$. These values need no recurrence. They are the ones required for James-Coolidge functions, which contain no exponential in $x$ and after which the Lean namespace is named. The claim excludes $b=0$ because an upward step divides by $b$; moreover, $B_n(0)=0$ for odd $n$ has no relative error. The condition $e\neq0$ is needed as well, because $e=0$ gives $C_n=B_n$ for every $n$ and the relative error stays at zero.

## The integrals and the two update rules in Lean

```lean
import Mathlib

open Filter Topology

namespace JamesCoolidgeAuxiliary

noncomputable section
```

The integral is defined for every real `b` and every natural number `n`.

```lean
/-- The auxiliary integral `B_n(b)`: the integral of `x^n exp(-b x)` over `[-1, 1]`. -/
def auxB (b : ℝ) (n : ℕ) : ℝ :=
  ∫ x in (-1 : ℝ)..1, x ^ n * Real.exp (-b * x)
```

The function `upward b c` is the sequence $C_n$ with $C_0=c$. It contains no reference to the true integrals, so `c` may be any real number.

```lean
/-- Upward recurrence for `B_n(b)`, `b ≠ 0`, started from the value `c` for `B_0`. -/
def upward (b c : ℝ) : ℕ → ℝ
  | 0 => c
  | n + 1 => ((n + 1) * upward b c n + (-1) ^ (n + 1) * Real.exp b - Real.exp (-b)) / b
```

In `downward b c k n`, the number `n` is the index wanted and `k` is the number of steps taken to reach it. The starting value `c` belongs to index $n+k$. One recursive call lowers `k` by one and raises `n` by one, so this starting index stays fixed, and no subtraction of natural numbers is needed.

```lean
/-- Downward recurrence: `downward b c k n` is the value for `B_n(b)` reached in `k` steps
from the value `c` for `B_(n+k)`. -/
def downward (b c : ℝ) : ℕ → ℕ → ℝ
  | 0, _ => c
  | k + 1, n =>
    (b * downward b c k (n + 1) - (-1) ^ (n + 1) * Real.exp b + Real.exp (-b)) / (n + 1)
```

## Recurrence, sign and size of the integrals

The first theorem is the recurrence, for every real `b`. It is written with $n+1$ and $n$, which covers the usual form with $n$ and $n-1$ for $n\ge1$.

```lean
/-- Integration by parts links neighbouring auxiliary integrals:
`b B_(n+1) = (n+1) B_n + (-1)^(n+1) exp(b) - exp(-b)`. -/
theorem auxB_recurrence (b : ℝ) (n : ℕ) :
    b * auxB b (n + 1) =
      (n + 1) * auxB b n + (-1) ^ (n + 1) * Real.exp b - Real.exp (-b) := by
  have hc : ∀ k : ℕ, IntervalIntegrable (fun x : ℝ => x ^ k * Real.exp (-b * x))
      MeasureTheory.volume (-1) 1 :=
    fun k => Continuous.intervalIntegrable (by fun_prop) _ _
  -- the derivative of the boundary term
  have hd : ∀ x ∈ Set.uIcc (-1 : ℝ) 1,
      HasDerivAt (fun y : ℝ => y ^ (n + 1) * Real.exp (-b * y))
        ((n + 1) * (x ^ n * Real.exp (-b * x)) - b * (x ^ (n + 1) * Real.exp (-b * x))) x := by
    intro x _
    have h1 := ((hasDerivAt_id' x).const_mul (-b)).exp
    refine ((hasDerivAt_pow (n + 1) x).fun_mul h1).congr_deriv ?_
    simp only [Nat.add_sub_cancel]
    push_cast
    ring
  have h : (∫ x in (-1 : ℝ)..1, ((n + 1) * (x ^ n * Real.exp (-b * x))
      - b * (x ^ (n + 1) * Real.exp (-b * x)))) =
      1 ^ (n + 1) * Real.exp (-b * 1) - (-1) ^ (n + 1) * Real.exp (-b * (-1)) :=
    intervalIntegral.integral_eq_sub_of_hasDerivAt hd
      (Continuous.intervalIntegrable (by fun_prop) _ _)
  rw [intervalIntegral.integral_sub ((hc n).const_mul _) ((hc (n + 1)).const_mul _),
    intervalIntegral.integral_const_mul, intervalIntegral.integral_const_mul,
    show -b * 1 = -b by ring, show -b * (-1) = b by ring, one_pow] at h
  unfold auxB
  linear_combination -h
```

The step `hd` is the product rule above, and `h` is the fundamental theorem of calculus applied to it. After the integral is split into its two parts, `linear_combination -h` rearranges the equation into the recurrence.

The folded form also holds for every real `b`.

```lean
/-- Folding `[-1, 1]` onto `[0, 1]` writes `(-1)^n B_n` as the integral of
`x^n (exp(b x) + (-1)^n exp(-b x))` over `[0, 1]`. -/
theorem auxB_fold (b : ℝ) (n : ℕ) :
    (-1) ^ n * auxB b n =
      ∫ x in (0 : ℝ)..1, x ^ n * (Real.exp (b * x) + (-1) ^ n * Real.exp (-b * x)) := by
  have hc : ∀ u v : ℝ, IntervalIntegrable (fun x : ℝ => x ^ n * Real.exp (-b * x))
      MeasureTheory.volume u v :=
    fun u v => Continuous.intervalIntegrable (by fun_prop) _ _
  have hr : IntervalIntegrable (fun x : ℝ => (-x) ^ n * Real.exp (-b * (-x)))
      MeasureTheory.volume 0 1 := Continuous.intervalIntegrable (by fun_prop) _ _
  -- reflect the negative half of the interval
  have h2 : (∫ x in (0 : ℝ)..1, (-x) ^ n * Real.exp (-b * (-x))) =
      ∫ x in (-1 : ℝ)..(-0), x ^ n * Real.exp (-b * x) :=
    intervalIntegral.integral_comp_neg (fun x : ℝ => x ^ n * Real.exp (-b * x))
  rw [neg_zero] at h2
  unfold auxB
  rw [← intervalIntegral.integral_add_adjacent_intervals (hc (-1) 0) (hc 0 1), ← h2,
    ← intervalIntegral.integral_add hr (hc 0 1), ← intervalIntegral.integral_const_mul]
  apply intervalIntegral.integral_congr
  intro x _
  have hs : (-1 : ℝ) ^ n * (-1) ^ n = 1 := by
    rw [← mul_pow]
    norm_num
  show (-1 : ℝ) ^ n * ((-x) ^ n * Real.exp (-b * (-x)) + x ^ n * Real.exp (-b * x)) =
    x ^ n * (Real.exp (b * x) + (-1) ^ n * Real.exp (-b * x))
  rw [neg_pow x n, show -b * (-x) = b * x by ring]
  linear_combination (x ^ n * Real.exp (b * x)) * hs
```

Here `h2` is the substitution $x\to-x$. The integral is split at zero, the two halves are joined over $[0,1]$, and the integrands are compared point by point. The identity `hs`, which says $(-1)^n(-1)^n=1$, removes the sign from the reflected term.

The sign and size results below assume that `b` is positive. The next theorem states $(-1)^nB_n>0$, which contains both the sign and the fact that $B_n$ is nonzero.

```lean
/-- For `b > 0` the integral `B_n` is nonzero and has the sign `(-1)^n`. -/
theorem auxB_sign {b : ℝ} (hb : 0 < b) (n : ℕ) : 0 < (-1) ^ n * auxB b n := by
  rw [auxB_fold]
  refine intervalIntegral.intervalIntegral_pos_of_pos_on
    (Continuous.intervalIntegrable (by fun_prop) _ _) (fun x hx => ?_) one_pos
  have he : Real.exp (-b * x) < Real.exp (b * x) :=
    Real.exp_lt_exp.2 (by nlinarith [mul_pos hb hx.1])
  refine mul_pos (pow_pos hx.1 n) ?_
  rcases neg_one_pow_eq_or ℝ n with h | h <;> rw [h] <;>
    linarith [Real.exp_pos (-b * x)]
```

Positivity of the integrand is required only inside the interval, which matters because $x^n$ vanishes at $x=0$ for $n\ge1$. The inequality `he` compares the two exponentials, and `neg_one_pow_eq_or` separates even from odd `n`.

The upper bound uses the same folded integral.

```lean
/-- For `b > 0` the auxiliary integrals obey `|B_n| ≤ 2 exp(b)/(n+1)`. -/
theorem abs_auxB_le {b : ℝ} (hb : 0 < b) (n : ℕ) :
    |auxB b n| ≤ 2 * Real.exp b / (n + 1) := by
  have habs : |auxB b n| = (-1) ^ n * auxB b n := by
    have h := abs_of_pos (auxB_sign hb n)
    rwa [abs_mul, abs_pow, abs_neg, abs_one, one_pow, one_mul] at h
  have hint : (∫ x in (0 : ℝ)..1, x ^ n * (2 * Real.exp b)) = 2 * Real.exp b / (n + 1) := by
    rw [intervalIntegral.integral_mul_const, integral_pow, one_pow,
      zero_pow (Nat.succ_ne_zero n)]
    ring
  rw [habs, auxB_fold, ← hint]
  refine intervalIntegral.integral_mono_on zero_le_one
    (Continuous.intervalIntegrable (by fun_prop) _ _)
    (Continuous.intervalIntegrable (by fun_prop) _ _) (fun x hx => ?_)
  -- both exponentials are at most exp(b)
  have h1 : Real.exp (b * x) ≤ Real.exp b := Real.exp_le_exp.2 (by nlinarith [hx.2])
  have h2 : Real.exp (-b * x) ≤ Real.exp b :=
    Real.exp_le_exp.2 (by nlinarith [mul_nonneg hb.le hx.1])
  refine mul_le_mul_of_nonneg_left ?_ (pow_nonneg hx.1 n)
  rcases neg_one_pow_eq_or ℝ n with h | h <;> rw [h] <;>
    linarith [Real.exp_pos (-b * x)]
```

The known sign turns $|B_n|$ into $(-1)^nB_n$ in `habs`. The step `hint` evaluates the integral of the majorant $2\exp(b)\,x^n$, and `integral_mono_on` compares the two integrals. The inequalities `h1` and `h2` bound each exponential by $\exp(b)$.

## Growth of the error under upward recurrence

The start value is written `auxB b 0 + e`, so `e` is the signed error in $B_0$. The theorem is an equality, valid for all `b ≠ 0` and all `n`. At `n = 0` it returns the initial error `e`.

```lean
/-- For `b ≠ 0`, an error `e` in `B_0` becomes under upward recurrence exactly `n! e / b^n` in
`B_n`. -/
theorem upward_error {b : ℝ} (hb : b ≠ 0) (e : ℝ) (n : ℕ) :
    upward b (auxB b 0 + e) n - auxB b n = n.factorial * e / b ^ n := by
  induction n with
  | zero => simp [upward]
  | succ n ih =>
    have hB : auxB b (n + 1) =
        ((n + 1) * auxB b n + (-1) ^ (n + 1) * Real.exp b - Real.exp (-b)) / b := by
      rw [eq_div_iff hb]
      linarith [auxB_recurrence b n]
    -- the inhomogeneous terms cancel in the difference
    calc upward b (auxB b 0 + e) (n + 1) - auxB b (n + 1)
        = (n + 1) * (upward b (auxB b 0 + e) n - auxB b n) / b := by
          rw [hB, upward]
          ring
      _ = (n + 1).factorial * e / b ^ (n + 1) := by
          rw [ih, Nat.factorial_succ, pow_succ]
          push_cast
          ring
```

In the induction step, `hB` is the recurrence solved for $B_{n+1}$. The first line of the `calc` block is the cancellation of the exponential terms, and the second inserts the induction hypothesis and collects the factorial and the power.

The next statement is the lower bound on the relative error, with the true value $|B_n|$ in the denominator. It also allows `e = 0`, where both sides are zero.

```lean
/-- For `b > 0`, the relative error of `B_n` from upward recurrence with an error `e` in `B_0`
is at least `(n+1)! |e| / (2 exp(b) b^n)`. -/
theorem relative_error_ge {b : ℝ} (hb : 0 < b) (e : ℝ) (n : ℕ) :
    (n + 1).factorial * |e| / (2 * Real.exp b * b ^ n) ≤
      |upward b (auxB b 0 + e) n - auxB b n| / |auxB b n| := by
  have hB : 0 < |auxB b n| := abs_pos.2 (right_ne_zero_of_mul (auxB_sign hb n).ne')
  rw [le_div_iff₀ hB, upward_error hb.ne', abs_div, abs_mul, abs_of_pos (pow_pos hb n),
    Nat.abs_cast]
  calc (n + 1).factorial * |e| / (2 * Real.exp b * b ^ n) * |auxB b n|
      ≤ (n + 1).factorial * |e| / (2 * Real.exp b * b ^ n) * (2 * Real.exp b / (n + 1)) :=
        mul_le_mul_of_nonneg_left (abs_auxB_le hb n) (by positivity)
    _ = n.factorial * |e| / b ^ n := by
        rw [Nat.factorial_succ]
        push_cast
        field_simp
```

The proof first establishes $|B_n|>0$ from the sign theorem and multiplies the inequality through by $|B_n|$. It then replaces $|B_n|$ on the left by its upper bound, and the factor $n+1$ cancels against $(n+1)!$ to leave $n!\,|e|/b^n$.

The divergence is expressed by `Tendsto ... atTop atTop`: for any chosen level, the relative error lies above it for all sufficiently large `n`. The theorem doesn't say at which `n` a given accuracy is lost. The preceding lower bound can be evaluated to find an `n` at which it has certainly been lost, but the loss may set in earlier. The restriction to sufficiently large `n` matters for large `b`, since the absolute error $n!\,|e|/b^n$ decreases as long as the next index is smaller than `b`.

```lean
/-- For `b > 0` and any nonzero error `e` in `B_0`, the relative error of `B_n` from upward
recurrence tends to infinity with `n`. -/
theorem upward_relative_error_tendsto {b e : ℝ} (hb : 0 < b) (he : e ≠ 0) :
    Tendsto (fun n => |upward b (auxB b 0 + e) n - auxB b n| / |auxB b n|) atTop atTop := by
  -- the factorial beats every power of b
  have h1 : Tendsto (fun n : ℕ => b ^ n / (n.factorial : ℝ)) atTop (𝓝[>] 0) :=
    tendsto_nhdsWithin_iff.2 ⟨FloorSemiring.tendsto_pow_div_factorial_atTop b,
      Eventually.of_forall fun n => Set.mem_Ioi.2 (by positivity)⟩
  have hpos : 0 < |e| / (2 * Real.exp b) := div_pos (abs_pos.2 he) (by positivity)
  have h2 := (tendsto_inv_nhdsGT_zero.comp h1).const_mul_atTop hpos
  refine tendsto_atTop_mono (fun n => le_trans ?_ (relative_error_ge hb e n)) h2
  have hf : (n.factorial : ℝ) ≤ (n + 1).factorial := by
    exact_mod_cast Nat.factorial_le (Nat.le_succ n)
  calc |e| / (2 * Real.exp b) * (b ^ n / (n.factorial : ℝ))⁻¹
      = n.factorial * |e| / (2 * Real.exp b * b ^ n) := by
        rw [inv_div]
        ring
    _ ≤ (n + 1).factorial * |e| / (2 * Real.exp b * b ^ n) :=
        div_le_div_of_nonneg_right (mul_le_mul_of_nonneg_right hf (abs_nonneg e))
          (by positivity)
```

In `h1`, the notation `𝓝[>] 0` records that $b^n/n!$ approaches zero from above, so its reciprocal tends to $+\infty$. Multiplication by the positive constant $|e|/(2\exp(b))$ preserves this limit, and this is where `he` is used. The final `calc` block replaces $n!$ by $(n+1)!$, which is at least as large, and so places the diverging sequence below the bound already proved.

## The factor carried by downward recurrence

The last theorem gives the exact error after `k` downward steps, for every real `b`. With `k = 0` nothing has been done and the error is still `e`.

```lean
/-- Under downward recurrence an error `e` in `B_(n+k)` becomes exactly
`n! b^k e / (n+k)!` in `B_n`. -/
theorem downward_error (b e : ℝ) (k n : ℕ) :
    downward b (auxB b (n + k) + e) k n - auxB b n =
      n.factorial * b ^ k * e / (n + k).factorial := by
  induction k generalizing n with
  | zero =>
    have hn : (n.factorial : ℝ) ≠ 0 := by positivity
    simp only [downward, Nat.add_zero, pow_zero, mul_one]
    rw [mul_div_cancel_left₀ e hn]
    ring
  | succ k ih =>
    have hn : (n : ℝ) + 1 ≠ 0 := by positivity
    have hB : auxB b n =
        (b * auxB b (n + 1) - (-1) ^ (n + 1) * Real.exp b + Real.exp (-b)) / (n + 1) := by
      rw [eq_div_iff hn]
      linarith [auxB_recurrence b n]
    rw [show n + (k + 1) = n + 1 + k by omega]
    calc downward b (auxB b (n + 1 + k) + e) (k + 1) n - auxB b n
        = b * (downward b (auxB b (n + 1 + k) + e) k (n + 1) - auxB b (n + 1)) / (n + 1) := by
          rw [hB, downward]
          ring
      _ = n.factorial * b ^ (k + 1) * e / (n + 1 + k).factorial := by
          rw [ih, Nat.factorial_succ n, pow_succ]
          push_cast
          field_simp

end

end JamesCoolidgeAuxiliary
```

The induction runs over `k` with `n` left general, because the value at `n` after `k + 1` steps comes from the value at `n + 1` after `k` steps. As before, `hB` is the recurrence, now solved for $B_n$, and the exponential terms cancel in the difference.

A single downward step reduces a nonzero error in magnitude when $|b|<n+1$, where $n$ is the index being computed. For fixed $n$ the formula also implies that the factor $n!\,b^k/(n+k)!$ tends to zero as $k$ grows, a limit that the file does not state as a theorem. A table started far enough above the required indices can therefore tolerate a poor starting value, provided that its error stays bounded as the starting index is raised and that the steps themselves add no error. The starting value zero meets the first condition, because its error is $|B_{n+k}|\le2\exp(|b|)/(n+k+1)$.

```lean
#print axioms JamesCoolidgeAuxiliary.upward_relative_error_tendsto
#print axioms JamesCoolidgeAuxiliary.downward_error
```

```
'JamesCoolidgeAuxiliary.upward_relative_error_tendsto' depends on axioms: [propext, Classical.choice, Quot.sound]
'JamesCoolidgeAuxiliary.downward_error' depends on axioms: [propext, Classical.choice, Quot.sound]
```
